# An attractive separable term that overlaps the lowest local level binds exactly one state below it

The local part of the Hamiltonian, that is the kinetic energy plus the local potential, is taken to be already diagonal in a finite orthonormal basis, with real levels $l_k$, and the nonlocal part to be a single rank-one term $c\,|p\rangle\langle p|$ with real strength $c$. A state bound by this term means here an eigenvector of $H=\operatorname{diag}(l)+c\,|p\rangle\langle p|$ whose real eigenvalue lies strictly below the lowest local level $l_0$.

```lean
import Mathlib

open Matrix

namespace SeparableGhostState

noncomputable section

variable {ι : Type*} [Fintype ι]

/-- The Green's sum `G(z) = ∑ₖ wₖ / (lₖ - z)` of levels `lₖ` with weights `wₖ`. -/
def greenSum (l w : ι → ℝ) (z : ℝ) : ℝ := ∑ k, w k / (l k - z)

/-- The secular function `F(z) = 1 + c G(z)` of a separable term of strength `c`. -/
def secular (l w : ι → ℝ) (c z : ℝ) : ℝ := 1 + c * greenSum l w z

/-- For nonnegative weights and below the lowest level `l₀`, the Green's sum lies between `w₀ / (l₀ - z)` and
`(∑ₖ wₖ) / (l₀ - z)`. -/
theorem greenSum_bounds (l w : ι → ℝ) (k0 : ι) (hmin : ∀ k, l k0 ≤ l k)
    (hw : ∀ k, 0 ≤ w k) {z : ℝ} (hz : z < l k0) :
    w k0 / (l k0 - z) ≤ greenSum l w z ∧ greenSum l w z ≤ (∑ k, w k) / (l k0 - z) := by
  have hd : ∀ k, 0 < l k - z := fun k => by linarith [hmin k]
  unfold greenSum
  constructor
  · exact Finset.single_le_sum (f := fun k => w k / (l k - z))
      (fun k _ => div_nonneg (hw k) (hd k).le) (Finset.mem_univ k0)
  · rw [Finset.sum_div]
    refine Finset.sum_le_sum fun k _ => ?_
    exact div_le_div_of_nonneg_left (hw k) (hd k0) (by linarith [hmin k])

/-- For nonnegative weights and a repulsive or vanishing strength `c ≥ 0` the secular function is at least `1`
below the lowest level. -/
theorem secular_ge_one (l w : ι → ℝ) (c : ℝ) (k0 : ι) (hmin : ∀ k, l k0 ≤ l k)
    (hw : ∀ k, 0 ≤ w k) (hc : 0 ≤ c) {z : ℝ} (hz : z < l k0) :
    1 ≤ secular l w c z := by
  have hG : 0 ≤ greenSum l w z :=
    Finset.sum_nonneg fun k _ => div_nonneg (hw k) (by linarith [hmin k])
  have h := mul_nonneg hc hG
  unfold secular
  linarith

/-- For an attractive strength, nonnegative weights and positive weight on the lowest level, the secular function
is strictly decreasing below the lowest level. -/
theorem secular_strictAntiOn (l w : ι → ℝ) (c : ℝ) (k0 : ι) (hmin : ∀ k, l k0 ≤ l k)
    (hw : ∀ k, 0 ≤ w k) (hw0 : 0 < w k0) (hc : c < 0) :
    StrictAntiOn (secular l w c) (Set.Iio (l k0)) := by
  intro x _ y hy hxy
  have hy' : y < l k0 := hy
  -- every term of the Green's sum grows with the energy, the lowest one strictly
  have hlt : greenSum l w x < greenSum l w y := by
    unfold greenSum
    refine Finset.sum_lt_sum (fun k _ => ?_) ⟨k0, Finset.mem_univ _, ?_⟩
    · exact div_le_div_of_nonneg_left (hw k) (by linarith [hmin k]) (by linarith)
    · exact div_lt_div_of_pos_left hw0 (by linarith) (by linarith)
  unfold secular
  nlinarith [mul_pos (neg_pos.mpr hc) (sub_pos.mpr hlt)]

/-- For nonnegative weights, a root `z` of the secular equation below the lowest level requires `c < 0` and obeys
`l₀ + c ∑ₖ wₖ ≤ z ≤ l₀ + c w₀`. -/
theorem secular_root_bounds (l w : ι → ℝ) (c : ℝ) (k0 : ι) (hmin : ∀ k, l k0 ≤ l k)
    (hw : ∀ k, 0 ≤ w k) {z : ℝ} (hz : z < l k0) (hroot : secular l w c z = 0) :
    c < 0 ∧ l k0 + c * (∑ k, w k) ≤ z ∧ z ≤ l k0 + c * w k0 := by
  have hc : c < 0 := by
    by_contra h
    have h1 := secular_ge_one l w c k0 hmin hw (not_lt.mp h) hz
    linarith
  obtain ⟨h1, h2⟩ := greenSum_bounds l w k0 hmin hw hz
  have hd : 0 < l k0 - z := by linarith
  rw [div_le_iff₀ hd] at h1
  rw [le_div_iff₀ hd] at h2
  unfold secular at hroot
  have key : c * (greenSum l w z * (l k0 - z)) = -(l k0 - z) := by
    linear_combination (l k0 - z) * hroot
  have h3 := mul_le_mul_of_nonneg_left h1 (neg_nonneg.mpr hc.le)
  have h4 := mul_le_mul_of_nonneg_left h2 (neg_nonneg.mpr hc.le)
  refine ⟨hc, ?_, ?_⟩
  · linarith
  · linarith

/-- For an attractive strength, nonnegative weights and positive weight on the lowest level, the secular equation
has a root below the lowest level. -/
theorem secular_exists_root (l w : ι → ℝ) (c : ℝ) (k0 : ι) (hmin : ∀ k, l k0 ≤ l k)
    (hw : ∀ k, 0 ≤ w k) (hw0 : 0 < w k0) (hc : c < 0) :
    ∃ z, z < l k0 ∧ secular l w c z = 0 := by
  have hW : w k0 ≤ ∑ k, w k := Finset.single_le_sum (fun k _ => hw k) (Finset.mem_univ k0)
  have hcw : c * w k0 < 0 := mul_neg_of_neg_of_pos hc hw0
  have hcW : c * (∑ k, w k) ≤ c * w k0 := by
    have h := mul_le_mul_of_nonneg_left hW (neg_nonneg.mpr hc.le)
    linarith
  obtain ⟨a, ha⟩ : ∃ a, a = l k0 + c * (∑ k, w k) := ⟨_, rfl⟩
  obtain ⟨b, hb⟩ : ∃ b, b = l k0 + c * w k0 := ⟨_, rfl⟩
  have hab : a ≤ b := by linarith
  have hbl : b < l k0 := by linarith
  have hal : a < l k0 := by linarith
  -- F is nonnegative at the lower bracket
  have hFa : 0 ≤ secular l w c a := by
    have h := (greenSum_bounds l w k0 hmin hw hal).2
    have hd : 0 < l k0 - a := by linarith
    rw [le_div_iff₀ hd] at h
    have h2 : 0 ≤ secular l w c a * (l k0 - a) := by
      have h3 := mul_le_mul_of_nonneg_left h (neg_nonneg.mpr hc.le)
      unfold secular
      linarith
    by_contra hneg
    have h4 := mul_neg_of_neg_of_pos (not_le.mp hneg) hd
    linarith
  -- F is nonpositive at the upper bracket
  have hFb : secular l w c b ≤ 0 := by
    have h := (greenSum_bounds l w k0 hmin hw hbl).1
    have hd : 0 < l k0 - b := by linarith
    rw [div_le_iff₀ hd] at h
    have h2 : secular l w c b * (l k0 - b) ≤ 0 := by
      have h3 := mul_le_mul_of_nonneg_left h (neg_nonneg.mpr hc.le)
      unfold secular
      linarith
    by_contra hneg
    have h4 := mul_pos (not_le.mp hneg) hd
    linarith
  -- no pole between the brackets, so F is continuous there
  have hne : ∀ k, ∀ x ∈ Set.Icc a b, l k - x ≠ 0 := by
    intro k x hx
    have h : 0 < l k - x := by linarith [hx.2, hmin k]
    exact h.ne'
  have hterm : ∀ k, ContinuousOn (fun z => w k / (l k - z)) (Set.Icc a b) := by
    intro k
    exact ContinuousOn.div continuousOn_const (by fun_prop) (hne k)
  have hsum : ContinuousOn (fun z => ∑ k, w k / (l k - z)) (Set.Icc a b) := by
    exact continuousOn_finsetSum _ fun k _ => hterm k
  have hcont : ContinuousOn (secular l w c) (Set.Icc a b) := by
    show ContinuousOn (fun z => 1 + c * ∑ k, w k / (l k - z)) (Set.Icc a b)
    exact continuousOn_const.add (continuousOn_const.mul hsum)
  have hmem : (0 : ℝ) ∈ Set.Icc (secular l w c b) (secular l w c a) := ⟨hFb, hFa⟩
  obtain ⟨z, hz, hz0⟩ := intermediate_value_Icc' hab hcont hmem
  exact ⟨z, lt_of_le_of_lt hz.2 hbl, hz0⟩

/-- For nonnegative weights, positive weight on the lowest level `l₀` and `c < 0`, the secular
equation `1 + c ∑ₖ wₖ / (lₖ - z) = 0` has exactly one real solution `z < l₀`. -/
theorem secular_existsUnique_root (l w : ι → ℝ) (c : ℝ) (k0 : ι) (hmin : ∀ k, l k0 ≤ l k)
    (hw : ∀ k, 0 ≤ w k) (hw0 : 0 < w k0) (hc : c < 0) :
    ∃! z, z < l k0 ∧ secular l w c z = 0 := by
  obtain ⟨z, hz, h0⟩ := secular_exists_root l w c k0 hmin hw hw0 hc
  refine ⟨z, ⟨hz, h0⟩, ?_⟩
  rintro y ⟨hy, hy0⟩
  exact (secular_strictAntiOn l w c k0 hmin hw hw0 hc).injOn hy hz (hy0.trans h0.symm)

/-- With levels `0, 1`, weights `0, 1` (none on the lowest level) and attractive strength
`c = -1`, the secular function is positive for all `z < 0`. -/
theorem secular_pos_without_lowest_weight {z : ℝ} (hz : z < 0) :
    0 < secular (![0, 1] : Fin 2 → ℝ) (![0, 1] : Fin 2 → ℝ) (-1) z := by
  have hd : 0 < 1 - z := by linarith
  have hG : greenSum (![0, 1] : Fin 2 → ℝ) (![0, 1] : Fin 2 → ℝ) z = 1 / (1 - z) := by
    simp [greenSum, Fin.sum_univ_two]
  have h1 : 1 / (1 - z) < 1 := by
    rw [div_lt_one hd]
    linarith
  rw [secular, hG]
  linarith

/-- The weight `|pₖ|²` of the projector on level `k`. -/
def weight (p : ι → ℂ) (k : ι) : ℝ := Complex.normSq (p k)

/-- The vector with components `pₖ / (lₖ - z)`. -/
def resolventVec (l : ι → ℝ) (p : ι → ℂ) (z : ℝ) (k : ι) : ℂ := p k / ((l k : ℂ) - z)

variable [DecidableEq ι]

/-- The Hamiltonian `diag(l) + c |p⟩⟨p|`: local levels plus a separable term. -/
def hamiltonian (l : ι → ℝ) (p : ι → ℂ) (c : ℝ) : Matrix ι ι ℂ :=
  diagonal (fun k => (l k : ℂ)) + (c : ℂ) • vecMulVec p (star p)

/-- Action of the Hamiltonian: `(H v)ₖ = lₖ vₖ + c pₖ ⟨p|v⟩`. -/
theorem hamiltonian_mulVec (l : ι → ℝ) (p : ι → ℂ) (c : ℝ) (v : ι → ℂ) (k : ι) :
    (hamiltonian l p c *ᵥ v) k = (l k : ℂ) * v k + (c : ℂ) * p k * (star p ⬝ᵥ v) := by
  have h : (((c : ℂ) • vecMulVec p (star p)) *ᵥ v) k = (c : ℂ) * p k * (star p ⬝ᵥ v) := by
    show ∑ j, ((c : ℂ) • vecMulVec p (star p)) k j * v j
      = (c : ℂ) * p k * ∑ j, star p j * v j
    rw [Finset.mul_sum]
    refine Finset.sum_congr rfl fun j _ => ?_
    simp only [Matrix.smul_apply, Matrix.vecMulVec_apply, smul_eq_mul]
    ring
  rw [hamiltonian, Matrix.add_mulVec, Pi.add_apply, Matrix.mulVec_diagonal, h]

/-- At an energy `z` different from all local levels, every solution of `H v = z v` has
components `vₖ = -c ⟨p|v⟩ pₖ / (lₖ - z)`. -/
theorem eigenvector_eq (l : ι → ℝ) (p : ι → ℂ) (c : ℝ) {z : ℝ} (hz : ∀ k, l k ≠ z)
    {v : ι → ℂ} (hv : hamiltonian l p c *ᵥ v = (z : ℂ) • v) :
    v = (-(c : ℂ) * (star p ⬝ᵥ v)) • resolventVec l p z := by
  funext k
  have h := congrFun hv k
  rw [hamiltonian_mulVec, Pi.smul_apply, smul_eq_mul] at h
  have hd : (l k : ℂ) - z ≠ 0 := sub_ne_zero.mpr (Complex.ofReal_injective.ne (hz k))
  show v k = (-(c : ℂ) * (star p ⬝ᵥ v)) * (p k / ((l k : ℂ) - z))
  rw [← mul_div_assoc, eq_div_iff hd]
  linear_combination h

/-- A real energy `z` different from all local levels is an eigenvalue of
`diag(l) + c |p⟩⟨p|` exactly when it solves the secular equation with weights `|pₖ|²`. -/
theorem eigenvalue_iff_secular (l : ι → ℝ) (p : ι → ℂ) (c : ℝ) {z : ℝ}
    (hz : ∀ k, l k ≠ z) :
    (∃ v : ι → ℂ, v ≠ 0 ∧ hamiltonian l p c *ᵥ v = (z : ℂ) • v) ↔
      secular l (weight p) c z = 0 := by
  have hd : ∀ k, (l k : ℂ) - z ≠ 0 :=
    fun k => sub_ne_zero.mpr (Complex.ofReal_injective.ne (hz k))
  -- the projector overlap of the resolvent vector is the Green's sum
  have hov : star p ⬝ᵥ resolventVec l p z = ((greenSum l (weight p) z : ℝ) : ℂ) := by
    unfold greenSum
    rw [Complex.ofReal_sum]
    show ∑ k, star p k * resolventVec l p z k = _
    refine Finset.sum_congr rfl fun k _ => ?_
    simp only [weight, resolventVec, Complex.ofReal_div, Complex.ofReal_sub,
      Complex.normSq_eq_conj_mul_self, Pi.star_apply, Complex.star_def]
    ring
  have hsec : ((secular l (weight p) c z : ℝ) : ℂ)
      = 1 + (c : ℂ) * (star p ⬝ᵥ resolventVec l p z) := by
    rw [hov]
    simp [secular]
  constructor
  · rintro ⟨v, hv0, hv⟩
    have hform := eigenvector_eq l p c hz hv
    have hs : star p ⬝ᵥ v ≠ 0 := by
      intro h
      rw [h, mul_zero, zero_smul] at hform
      exact hv0 hform
    -- self-consistency of the overlap ⟨p|v⟩
    have hself : star p ⬝ᵥ v
        = (-(c : ℂ) * (star p ⬝ᵥ v)) * (star p ⬝ᵥ resolventVec l p z) := by
      have h := congrArg (fun u => star p ⬝ᵥ u) hform
      simpa only [dotProduct_smul, smul_eq_mul] using h
    have h0 : (star p ⬝ᵥ v) * ((secular l (weight p) c z : ℝ) : ℂ) = 0 := by
      rw [hsec]
      linear_combination hself
    exact Complex.ofReal_eq_zero.mp ((mul_eq_zero.mp h0).resolve_left hs)
  · intro h
    have h1 : 1 + (c : ℂ) * (star p ⬝ᵥ resolventVec l p z) = 0 := by
      rw [← hsec, h, Complex.ofReal_zero]
    refine ⟨resolventVec l p z, ?_, ?_⟩
    · intro h0
      rw [h0, dotProduct_zero, mul_zero, add_zero] at h1
      exact one_ne_zero h1
    · funext k
      rw [hamiltonian_mulVec, Pi.smul_apply, smul_eq_mul]
      have hk : resolventVec l p z k * ((l k : ℂ) - z) = p k := (eq_div_iff (hd k)).mp rfl
      linear_combination hk + p k * h1

/-- If `c < 0` and the projector overlaps the lowest level `l₀`, then `diag(l) + c |p⟩⟨p|` has
an eigenvalue `z < l₀`, and every eigenvector with real eigenvalue below `l₀` has eigenvalue `z`
and is a multiple of `pₖ / (lₖ - z)`. -/
theorem attractive_binds_one_state (l : ι → ℝ) (p : ι → ℂ) (c : ℝ) (k0 : ι)
    (hmin : ∀ k, l k0 ≤ l k) (hp : p k0 ≠ 0) (hc : c < 0) :
    ∃ z : ℝ, z < l k0 ∧
      (∃ v : ι → ℂ, v ≠ 0 ∧ hamiltonian l p c *ᵥ v = (z : ℂ) • v) ∧
      ∀ (y : ℝ) (v : ι → ℂ), y < l k0 → v ≠ 0 → hamiltonian l p c *ᵥ v = (y : ℂ) • v →
        y = z ∧ ∃ a : ℂ, v = a • resolventVec l p z := by
  have hw : ∀ k, 0 ≤ weight p k := fun k => Complex.normSq_nonneg (p k)
  have hw0 : 0 < weight p k0 := Complex.normSq_pos.mpr hp
  obtain ⟨z, ⟨hz, h0⟩, huniq⟩ := secular_existsUnique_root l (weight p) c k0 hmin hw hw0 hc
  have hne : ∀ y, y < l k0 → ∀ k, l k ≠ y := fun y hy k => (hy.trans_le (hmin k)).ne'
  refine ⟨z, hz, (eigenvalue_iff_secular l p c (hne z hz)).mpr h0, fun y v hy hv0 hv => ?_⟩
  have hyz : y = z :=
    huniq y ⟨hy, (eigenvalue_iff_secular l p c (hne y hy)).mp ⟨v, hv0, hv⟩⟩
  refine ⟨hyz, ?_⟩
  rw [← hyz]
  exact ⟨_, eigenvector_eq l p c (hne y hy) hv⟩

end

end SeparableGhostState
```

```lean
#print axioms SeparableGhostState.secular_root_bounds
-- 'SeparableGhostState.secular_root_bounds' depends on axioms: [propext, Classical.choice, Quot.sound]
#print axioms SeparableGhostState.secular_pos_without_lowest_weight
-- 'SeparableGhostState.secular_pos_without_lowest_weight' depends on axioms: [propext, Classical.choice, Quot.sound]
#print axioms SeparableGhostState.attractive_binds_one_state
-- 'SeparableGhostState.attractive_binds_one_state' depends on axioms: [propext, Classical.choice, Quot.sound]
```

## What the statements say

The index type `ι` is a finite set of basis labels, and `l : ι → ℝ` lists the levels $l_k$. The lowest level is given by an index `k0` together with the hypothesis `hmin : ∀ k, l k0 ≤ l k`, so $l_0$ is `l k0`. The levels need not be ordered or distinct. If the minimum is degenerate, `k0` may be any index that attains it.

The file has a scalar half and an operator half. In the scalar half, `w : ι → ℝ` is a list of weights, and `greenSum` and `secular` are the real functions
$$G(z)=\sum_k \frac{w_k}{l_k-z},\qquad F(z)=1+c\,G(z).$$
The theorem `secular_existsUnique_root` reads: if $w_k\ge 0$ for all $k$ (`hw`), $w_0>0$ on the chosen lowest level (`hw0`) and $c<0$ (`hc`), then exactly one real $z<l_0$ satisfies $F(z)=0$. The theorem `secular_root_bounds` does not need `hw0`. It says that any root below $l_0$ forces $c<0$ and lies in the interval
$$l_0+cW\le z\le l_0+c\,w_0,\qquad W=\sum_k w_k .$$

In the operator half, `p : ι → ℂ` holds the projector coefficients $p_k=\langle k|p\rangle$, which are not normalised, so only the products $c\,|p_k|^2$ are fixed to be energies. The matrix `vecMulVec p (star p)` has entries $p_k\overline{p_j}$, and `star p ⬝ᵥ v` is $\langle p|v\rangle=\sum_j\overline{p_j}\,v_j$, conjugated in the first slot. The definition `weight` sets $w_k=|p_k|^2$ through `Complex.normSq`, and `resolventVec` is the vector $u(z)$ with components $u_k=p_k/(l_k-z)$, which is $(\operatorname{diag}(l)-z)^{-1}|p\rangle$ written component by component. An eigenpair is stated directly, as a nonzero `v` with `hamiltonian l p c *ᵥ v = (z : ℂ) • v`.

The theorem `eigenvalue_iff_secular` says that a real $z$ different from every $l_k$ is an eigenvalue of $H$ exactly when $F(z)=0$ with $w_k=|p_k|^2$. It holds for either sign of $c$. The final theorem `attractive_binds_one_state` assumes `hmin`, `hp : p k0 ≠ 0` and `hc : c < 0`. It gives a real $z<l_0$ that is an eigenvalue, and it says that any eigenvector $v$ with real eigenvalue $y<l_0$ has $y=z$ and is a complex multiple of $u(z)$. One energy and one ray lie below $l_0$, which is the content of "one state".

Lean sets a quotient with zero denominator to zero, so at $z=l_k$ the function `greenSum` drops the singular term and returns a finite value even where $G$ has a pole. Every theorem that involves these quotients keeps $z<l_0$ or $z\ne l_k$ for all $k$, where the denominators are nonzero.

## The physics it encodes

Separable nonlocal terms appear in pseudopotential and projector augmented-wave Hamiltonians, where an unwanted eigenstate produced by the nonlocal term is called a ghost state, and the theorem describes the simplest case: one projector, one real strength, a finite basis and an overlap operator equal to the identity. If such a model is built to have a reference eigenvalue above $l_0$ while $c<0$ and $p_0\neq0$, the theorem places a further eigenvalue below $l_0$ and therefore below the reference. Whether the low state is wanted or spurious depends on which states the model is meant to reproduce, and the theorem does not address this.

Several things are left aside. The eigenproblem is $Hv=zv$, whereas ultrasoft and projector augmented-wave schemes solve $Hv=zSv$ with a nontrivial overlap $S$ and use a coefficient matrix over several projectors. The levels are a finite list, so there is no continuum and no statement about convergence with basis size. Roots between the poles and eigenvalues at or above $l_0$ are not counted. The file quantifies over real eigenvalues only; that $H$ is Hermitian, so that no complex eigenvalue is missed and $z$ is the ground-state energy, is true by inspection but is not among the theorems.

Each hypothesis has a role. For $c\ge0$ one has $F\ge1$ below $l_0$, so there is no root (`secular_ge_one`). For $w_0=0$ existence can fail: with levels $0,1$, weights $0,1$ and $c=-1$ one finds $F(z)=1-1/(1-z)>0$ for all $z<0$ (`secular_pos_without_lowest_weight`). The three checks that follow are done by hand and have no counterpart in the file. The condition $w_0>0$ is sufficient and not necessary, since the same levels and weights with $c=-2$ have the root $z=-1$. Negative weights can remove the root: levels $0,0$, weights $1,-2$ and $c=-1$ give $F(z)=1-1/z>0$ for $z<0$. The equivalence between eigenvalues and roots needs $z\ne l_k$, because for $p=0$ every $l_k$ is an eigenvalue while $F\equiv1$.

## Why it is true

### The secular equation from the eigenproblem

Write $s=\langle p|v\rangle$. The $k$-th component of $Hv$ is
$$(Hv)_k=l_kv_k+c\sum_j p_k\overline{p_j}\,v_j=l_kv_k+c\,p_k\,s .$$
Setting this equal to $zv_k$ gives $(l_k-z)\,v_k=-c\,s\,p_k$, and for $z\neq l_k$
$$v_k=-c\,s\,\frac{p_k}{l_k-z},\qquad\text{that is}\qquad v=-c\,s\,u(z).$$
The overlap of $p$ with $u$ is the Green's sum:
$$\langle p|u\rangle=\sum_k\overline{p_k}\,\frac{p_k}{l_k-z}=\sum_k\frac{|p_k|^2}{l_k-z}=G(z).$$
Taking the overlap of $v=-c\,s\,u$ with $p$ yields $s=-c\,s\,G(z)$, so $s\,F(z)=0$. If $s$ were zero, then $v=-c\,s\,u$ would vanish, so a nonzero $v$ has $s\ne0$ and $F(z)=0$.

Conversely, suppose $F(z)=0$, so that $c\,G(z)=-1$. Then
$$(Hu)_k=l_ku_k+c\,p_k\,G(z)=l_ku_k-p_k=l_ku_k-(l_k-z)\,u_k=z\,u_k .$$
The vector $u$ is nonzero, because $u=0$ would give $G(z)=\langle p|u\rangle=0$ and $F(z)=1$.

### Counting roots below the lowest level

Let $z<l_0$. Every denominator satisfies $l_k-z\ge l_0-z>0$, so every term of $G$ is nonnegative. Keeping only the term of the lowest level gives a lower bound, and replacing every denominator by the smallest one gives an upper bound:
$$\frac{w_0}{l_0-z}\le G(z)\le\frac{W}{l_0-z}.$$

For uniqueness, take $x<y<l_0$. Then $l_k-x>l_k-y>0$, so $w_k/(l_k-x)\le w_k/(l_k-y)$ for every $k$, with strict inequality for the lowest level because $w_0>0$. Hence $G(x)<G(y)$, and multiplying by $c<0$ gives $F(x)>F(y)$. A strictly decreasing function takes the value zero at most once.

For existence, set $a=l_0+cW$ and $b=l_0+c\,w_0$. From $W\ge w_0>0$ and $c<0$ it follows that $a\le b<l_0$, with $l_0-a=|c|W$ and $l_0-b=|c|w_0$. The upper bound at $a$ and the lower bound at $b$ give
$$G(a)\le\frac{W}{|c|W}=\frac1{|c|},\qquad G(b)\ge\frac{w_0}{|c|w_0}=\frac1{|c|},$$
so $F(a)=1-|c|G(a)\ge0$ and $F(b)=1-|c|G(b)\le0$. No pole lies in $[a,b]$, since $b<l_0\le l_k$. The function $F$ is therefore continuous on $[a,b]$, and the intermediate value theorem supplies a root there. With a single level the two ends coincide and the root is $z=l_0+c\,w_0$.

The same two inequalities locate any root. If $F(z)=0$ with $z<l_0$, then $c<0$, since otherwise $F\ge1$. Multiplying $cG=-1$ by $l_0-z$ gives $|c|\,G(z)(l_0-z)=l_0-z$, and the bounds $w_0\le G(z)(l_0-z)\le W$ turn this into $|c|w_0\le l_0-z\le|c|W$, which is $a\le z\le b$.

For the operator, $w_k=|p_k|^2\ge0$ holds automatically and $p_0\ne0$ gives $w_0>0$. Any $y<l_0$ differs from all levels, so below $l_0$ real eigenvalues and roots of $F$ are the same thing. There is exactly one, and its eigenvectors have the form $-c\,s\,u(z)$.

### How the Lean proof follows these steps

In `greenSum_bounds`, the statement `hd` records that all denominators are positive. The lower bound is `Finset.single_le_sum`, which compares one nonnegative term with the whole sum. The upper bound distributes the denominator with `Finset.sum_div` and compares term by term through `div_le_div_of_nonneg_left`. The lemma `secular_ge_one` uses only $G\ge0$ and $c\ge0$.

In `secular_strictAntiOn`, the step `hlt` is $G(x)<G(y)$. It comes from `Finset.sum_lt_sum`, which asks for a weak inequality in every term and a strict one in some term, here the term of `k0`. The closing `nlinarith` receives the product $(-c)\,(G(y)-G(x))>0$, which is the sign reversal by $c<0$.

The theorem `secular_root_bounds` first obtains $c<0$ by contradiction with `secular_ge_one`. It clears the denominators in both bounds, derives `key`, which is $c\,G\,(l_0-z)=-(l_0-z)$, multiplies the bounds by $-c\ge0$ in `h3` and `h4`, and finishes linearly.

The theorem `secular_exists_root` names the two ends `a` and `b` and proves `hab` and `hbl`, that is $a\le b<l_0$. It avoids dividing by $|c|W$ or $|c|w_0$. For `hFa` it shows $F(a)(l_0-a)\ge0$ and concludes $F(a)\ge0$ from the positivity of $l_0-a$, and `hFb` is the mirror image at $b$. The absence of poles is `hne`, from which `hterm`, `hsum` and `hcont` build continuity of each term, of the sum and of $F$ on `Set.Icc a b`. The lemma `intermediate_value_Icc'` is the form of the intermediate value theorem in which the target lies between $F(b)$ below and $F(a)$ above, and it returns the root. Then `secular_existsUnique_root` takes this root and uses `injOn` of the strictly decreasing function: two roots share the value zero and so coincide. The two-level example evaluates the sum to $1/(1-z)$ in `hG` and bounds it by $1$ with `div_lt_one`.

On the operator side, `hamiltonian_mulVec` is the component formula for $Hv$, obtained by pulling $c\,p_k$ out of the sum over $j$. In `eigenvector_eq` the $k$-th component of the eigenvalue equation is read off, the claim is multiplied through by $l_k-z$ with `eq_div_iff hd`, and `linear_combination h` checks that the two equations agree. In `eigenvalue_iff_secular`, `hov` is $\langle p|u\rangle=G(z)$ and `hsec` rewrites $F(z)$ as $1+c\langle p|u\rangle$ in the complex numbers. The forward direction has `hs` for $s\ne0$, `hself` for $s=-c\,s\,\langle p|u\rangle$ and `h0` for $s\,F(z)=0$, from which the factor $s$ is cancelled. The backward direction offers `resolventVec l p z` as the eigenvector, and `linear_combination hk + p k * h1` adds $(l_k-z)u_k=p_k$ to $p_k$ times $1+c\langle p|u\rangle=0$, which is the line for $(Hu)_k$ above.

Finally, `attractive_binds_one_state` supplies `hw` and `hw0` from the properties of `Complex.normSq`, takes the unique root, and uses `hne` to see that energies below $l_0$ avoid all levels. The equivalence is applied from right to left to make $z$ an eigenvalue and from left to right to make any other eigenvalue $y<l_0$ a root, so that `huniq` gives $y=z$. The multiple $a$ in the conclusion is the coefficient $-c\langle p|v\rangle$ delivered by `eigenvector_eq`.
